# With a coupled reference, the projected coupled-cluster energy over nilpotent cluster matrices takes every real value

Anyone who minimises the projected coupled-cluster energy over the amplitudes, as if it were an expectation value, can see it fall without limit and pass below the ground-state energy. For a finite real Hamiltonian matrix, with the cluster matrix free to be any nilpotent matrix whose reference row is zero, this happens exactly when the reference row of the Hamiltonian has a nonzero off-diagonal entry.

```lean
import Mathlib

open Matrix

namespace CoupledClusterNonVariational

noncomputable section

variable {n : Type*} [Fintype n] [DecidableEq n]

/-- A cluster matrix for the reference `r`: it is nilpotent and its row `r` vanishes. -/
def IsCluster (r : n) (T : Matrix n n ℝ) : Prop :=
  IsNilpotent T ∧ ∀ j, T r j = 0

/-- The similarity-transformed Hamiltonian `exp(-T) H exp(T)`. -/
def transformed (H T : Matrix n n ℝ) : Matrix n n ℝ :=
  NormedSpace.exp (-T) * H * NormedSpace.exp T

/-- The projected coupled-cluster energy: the reference diagonal entry of `exp(-T) H exp(T)`. -/
def ccEnergy (H : Matrix n n ℝ) (r : n) (T : Matrix n n ℝ) : ℝ :=
  transformed H T r r

/-- The set of energies obtained as `T` runs over all cluster matrices. -/
def ccEnergies (H : Matrix n n ℝ) (r : n) : Set ℝ :=
  {E | ∃ T, IsCluster r T ∧ ccEnergy H r T = E}

/-- The coupled-cluster state `exp(T)` applied to the reference unit vector. -/
def ccState (r : n) (T : Matrix n n ℝ) : n → ℝ :=
  NormedSpace.exp T *ᵥ Pi.single r 1

/-- If `T ^ k = 0`, the exponential series of `T` stops before order `k`. -/
theorem exp_of_pow_eq_zero {T : Matrix n n ℝ} {k : ℕ} (h : T ^ k = 0) :
    NormedSpace.exp T = ∑ i ∈ Finset.range k, ((i.factorial : ℝ)⁻¹) • T ^ i := by
  have hz : ∀ i ∉ Finset.range k, ((i.factorial : ℝ)⁻¹) • T ^ i = 0 := by
    intro i hi
    have hki : k ≤ i := by simpa using hi
    rw [pow_eq_zero_of_le hki h, smul_zero]
  rw [NormedSpace.exp_eq_tsum ℝ]
  exact tsum_eq_sum hz

/-- For a cluster matrix `T`, the reference row of `exp(T)` is the reference row of the identity. -/
theorem exp_row {r : n} {T : Matrix n n ℝ} (hT : IsCluster r T) (j : n) :
    NormedSpace.exp T r j = (1 : Matrix n n ℝ) r j := by
  obtain ⟨k, hk⟩ := hT.1
  have hk' : T ^ (k + 1) = 0 := by rw [pow_succ, hk, zero_mul]
  -- every positive power of `T` has a vanishing reference row
  have hrow : ∀ i : ℕ, (T ^ (i + 1)) r j = 0 := by
    intro i
    rw [pow_succ', Matrix.mul_apply]
    simp [hT.2]
  rw [exp_of_pow_eq_zero hk', Finset.sum_range_succ', Matrix.add_apply, Matrix.sum_apply]
  simp [Matrix.smul_apply, hrow]

/-- For a cluster matrix `T`, the energy is the reference row of `H` contracted with the reference
column of `exp(T)`. -/
theorem ccEnergy_eq_sum (H : Matrix n n ℝ) {r : n} {T : Matrix n n ℝ} (hT : IsCluster r T) :
    ccEnergy H r T = ∑ m, H r m * NormedSpace.exp T m r := by
  have hneg : IsCluster r (-T) := ⟨hT.1.neg, fun j => by simp [hT.2 j]⟩
  unfold ccEnergy transformed
  rw [Matrix.mul_assoc, Matrix.mul_apply]
  simp only [exp_row hneg, Matrix.one_apply, ite_mul, one_mul, zero_mul,
    Finset.sum_ite_eq, Finset.mem_univ, if_true]
  exact Matrix.mul_apply

/-- For `m ≠ r`, the matrix with entry `t` in row `m` and column `r` and zeros elsewhere is a
cluster matrix, and its energy is `H r r + H r m * t`. -/
theorem single_excitation (H : Matrix n n ℝ) {r m : n} (hm : m ≠ r) (t : ℝ) :
    IsCluster r (Matrix.single m r t) ∧
      ccEnergy H r (Matrix.single m r t) = H r r + H r m * t := by
  have hsq : (Matrix.single m r t : Matrix n n ℝ) ^ 2 = 0 := by
    ext i j
    rw [pow_two, Matrix.mul_apply, Matrix.zero_apply]
    apply Finset.sum_eq_zero
    intro k _
    by_cases h : r = k
    · subst h
      simp [Matrix.single_apply, hm]
    · simp [Matrix.single_apply, h]
  have hT : IsCluster r (Matrix.single m r t) :=
    ⟨⟨2, hsq⟩, fun j => by simp [hm]⟩
  refine ⟨hT, ?_⟩
  -- the exponential is `1 + T`
  have hexp : NormedSpace.exp (Matrix.single m r t : Matrix n n ℝ)
      = 1 + Matrix.single m r t := by
    rw [exp_of_pow_eq_zero hsq]
    simp [Finset.sum_range_succ]
  rw [ccEnergy_eq_sum H hT, hexp]
  simp [Matrix.add_apply, Matrix.one_apply, Matrix.single_apply, mul_add,
    Finset.sum_add_distrib]

/-- If `H` couples the reference to another basis state, the coupled-cluster energy takes every
real value; if it does not, the only value is `H r r`. -/
theorem ccEnergies_dichotomy (H : Matrix n n ℝ) (r : n) :
    ((∃ m, m ≠ r ∧ H r m ≠ 0) → ccEnergies H r = Set.univ) ∧
      ((∀ m, m ≠ r → H r m = 0) → ccEnergies H r = {H r r}) := by
  constructor
  · rintro ⟨m, hm, hH⟩
    refine Set.eq_univ_of_forall fun E => ?_
    -- solve the linear equation for the amplitude
    obtain ⟨hT, hE⟩ := single_excitation H hm ((E - H r r) / H r m)
    refine ⟨_, hT, ?_⟩
    rw [hE, mul_div_cancel₀ _ hH]
    ring
  · intro h
    have val : ∀ T, IsCluster r T → ccEnergy H r T = H r r := by
      intro T hT
      rw [ccEnergy_eq_sum H hT, Finset.sum_eq_single r]
      · rw [exp_row hT, Matrix.one_apply_eq, mul_one]
      · intro m _ hm
        rw [h m hm, zero_mul]
      · intro hr
        exact absurd (Finset.mem_univ r) hr
    ext E
    constructor
    · rintro ⟨T, hT, rfl⟩
      exact val T hT
    · intro hE
      have h0 : IsCluster r (0 : Matrix n n ℝ) := ⟨IsNilpotent.zero, fun _ => rfl⟩
      exact ⟨0, h0, (val 0 h0).trans hE.symm⟩

/-- A matrix whose reference column vanishes off the diagonal has the reference unit vector as
an eigenvector, with the diagonal entry as eigenvalue. -/
theorem mulVec_reference {A : Matrix n n ℝ} {r : n} (h : ∀ m, m ≠ r → A m r = 0) :
    A *ᵥ Pi.single r 1 = A r r • (Pi.single r 1 : n → ℝ) := by
  ext i
  by_cases hi : i = r
  · subst hi
    simp
  · simp [hi, h i hi]

/-- For symmetric `H`, every real number is a coupled-cluster energy exactly when the reference
is not an eigenvector of `H`. -/
theorem ccEnergies_eq_univ_iff {H : Matrix n n ℝ} (hH : H.IsSymm) (r : n) :
    ccEnergies H r = Set.univ ↔
      ¬ ∃ E : ℝ, H *ᵥ Pi.single r 1 = E • (Pi.single r 1 : n → ℝ) := by
  constructor
  · rintro hU ⟨E, hE⟩
    have h0 : ∀ m, m ≠ r → H r m = 0 := by
      intro m hm
      have h1 := congrFun hE m
      rw [← hH.apply r m]
      simpa [hm] using h1
    have hmem : H r r + 1 ∈ ccEnergies H r := by rw [hU]; trivial
    rw [(ccEnergies_dichotomy H r).2 h0] at hmem
    have h2 : H r r + 1 = H r r := hmem
    linarith
  · intro hne
    apply (ccEnergies_dichotomy H r).1
    by_contra hc
    refine hne ⟨H r r, mulVec_reference fun m hm => ?_⟩
    by_contra hmr
    exact hc ⟨m, hm, fun h => hmr ((hH.apply r m).trans h)⟩

/-- If a cluster matrix `T` satisfies the amplitude equations, its coupled-cluster state has
component one on the reference and is an eigenvector of `H` whose eigenvalue is the coupled-cluster
energy. -/
theorem exact_of_amplitude_equations (H : Matrix n n ℝ) {r : n} {T : Matrix n n ℝ}
    (hT : IsCluster r T) (hamp : ∀ m, m ≠ r → transformed H T m r = 0) :
    ccState r T r = 1 ∧ H *ᵥ ccState r T = ccEnergy H r T • ccState r T := by
  refine ⟨by simp [ccState, exp_row hT], ?_⟩
  have hinv : NormedSpace.exp T * NormedSpace.exp (-T) = 1 := by
    rw [← Matrix.exp_add_of_commute T (-T) (Commute.refl T).neg_right, add_neg_cancel,
      NormedSpace.exp_zero]
  -- undo the similarity transformation
  have hmul : H * NormedSpace.exp T = NormedSpace.exp T * transformed H T := by
    unfold transformed
    rw [← Matrix.mul_assoc, ← Matrix.mul_assoc, hinv, Matrix.one_mul]
  unfold ccState ccEnergy
  rw [Matrix.mulVec_mulVec, hmul, ← Matrix.mulVec_mulVec, mulVec_reference hamp,
    Matrix.mulVec_smul]

/-- If `E₀` bounds all expectation values of `H` from below and `H` couples the reference to another
basis state, some cluster matrix `T` has projected energy below `E₀`, while the expectation value in
the same coupled-cluster state is at least `E₀`. -/
theorem energy_below_variational_bound (H : Matrix n n ℝ) {r : n} {E₀ : ℝ}
    (hE₀ : ∀ x : n → ℝ, E₀ * (x ⬝ᵥ x) ≤ x ⬝ᵥ H *ᵥ x) (hc : ∃ m, m ≠ r ∧ H r m ≠ 0) :
    ∃ T, IsCluster r T ∧ ccEnergy H r T < E₀ ∧
      E₀ ≤ (ccState r T ⬝ᵥ H *ᵥ ccState r T) / (ccState r T ⬝ᵥ ccState r T) := by
  have hmem : E₀ - 1 ∈ ccEnergies H r := by
    rw [(ccEnergies_dichotomy H r).1 hc]; trivial
  obtain ⟨T, hT, hE⟩ := hmem
  refine ⟨T, hT, by linarith, ?_⟩
  -- the reference component equals one, so the norm is positive
  have hr : ccState r T r = 1 := by simp [ccState, exp_row hT]
  have hle : ccState r T r * ccState r T r ≤ ccState r T ⬝ᵥ ccState r T :=
    Finset.single_le_sum (f := fun i => ccState r T i * ccState r T i)
      (fun i _ => mul_self_nonneg _) (Finset.mem_univ r)
  have hpos : 0 < ccState r T ⬝ᵥ ccState r T := by
    rw [hr] at hle
    linarith
  rw [le_div_iff₀ hpos]
  exact hE₀ _

end

end CoupledClusterNonVariational
```

```lean
#print axioms CoupledClusterNonVariational.ccEnergies_dichotomy
-- 'CoupledClusterNonVariational.ccEnergies_dichotomy' depends on axioms: [propext, Classical.choice, Quot.sound]
#print axioms CoupledClusterNonVariational.ccEnergies_eq_univ_iff
-- 'CoupledClusterNonVariational.ccEnergies_eq_univ_iff' depends on axioms: [propext, Classical.choice, Quot.sound]
#print axioms CoupledClusterNonVariational.exact_of_amplitude_equations
-- 'CoupledClusterNonVariational.exact_of_amplitude_equations' depends on axioms: [propext, Classical.choice, Quot.sound]
#print axioms CoupledClusterNonVariational.energy_below_variational_bound
-- 'CoupledClusterNonVariational.energy_below_variational_bound' depends on axioms: [propext, Classical.choice, Quot.sound]
```

## Two cases, decided by one row of H

Let H be a real square matrix over a finite set of basis states, and let r be one of them, the reference. A cluster matrix T is a real matrix with T^k = 0 for some k and T_rj = 0 for every j. Its projected energy is

E(T) = (exp(−T) H exp(T))_rr.

The main theorem, `ccEnergies_dichotomy`, describes the set of all values E(T). If H_rm ≠ 0 for some m ≠ r, the set is the whole real line. If H_rm = 0 for every m ≠ r, it contains the single number H_rr. In a one-dimensional space only the second case can occur.

Symmetry of H plays no part in this. It enters in `ccEnergies_eq_univ_iff`, which restates the condition in terms of states: for symmetric H, every real number is a projected energy exactly when the reference is not an eigenvector of H.

Two further theorems relate the projected energy to the eigenvalues and to the expectation values of H. By `exact_of_amplitude_equations`, if T also satisfies the amplitude equations

(exp(−T) H exp(T))_mr = 0 for all m ≠ r,

then the coupled-cluster state is an eigenvector of H with eigenvalue E(T). By `energy_below_variational_bound`, if E₀ is a lower bound on all expectation values and the reference is coupled, there is a T with E(T) < E₀, although the expectation value in the same state is still at least E₀.

## How the matrices represent a cluster expansion

The basis states stand for Slater determinants, or any other orthonormal many-electron basis, and r for the reference determinant. `IsCluster r T` keeps two properties of an excitation operator. Nilpotency reflects the fact that a finite number of electrons can be excited only finitely many times. The zero row says that T never leads back to the reference.

These two conditions admit more matrices than the cluster operators of electronic structure theory, which are combinations of commuting excitation operators. In particular, T may here connect the excited states among themselves in any nilpotent way. The matrix `Matrix.single m r t` has the amplitude t in row m and column r and zeros elsewhere. It takes the reference to t times the basis state m, which may be reached by exciting any number of electrons. The word "single" in the lemma name `single_excitation` refers to the one matrix entry, not to one electron.

The definition `transformed` is the similarity-transformed Hamiltonian, `ccEnergy` its reference diagonal entry, and `ccEnergies` the set of values that this entry takes. The unit vector of the reference is `Pi.single r 1`, and `ccState r T` is exp(T) applied to it. This state is in intermediate normalisation: its reference component is 1, and its norm is generally larger than 1. The last theorem therefore divides by the squared norm, `ccState r T ⬝ᵥ ccState r T`, to obtain the ordinary normalised expectation value.

The number E₀ enters through the hypothesis

E₀ (x·x) ≤ x·Hx for every real vector x.

For symmetric H, the lowest eigenvalue is the largest E₀ with this property, and taking it gives the comparison with the ground-state energy. Everything is real and finite-dimensional, so complex orbitals and infinite basis sets are not treated.

Coupled-cluster theory is usually called non-variational because the energy from a truncated set of amplitude equations can lie below the exact one. The theorems here concern freely chosen amplitudes instead, and they do not say how far a converged truncated calculation may fall. For simulation practice the bearing is this: in the finite real model with unrestricted nilpotent T, a low projected energy is no evidence of good amplitudes while the amplitude equations are unsatisfied.

## Why only the reference row of H matters

Since T^k = 0, the exponential series is a finite sum:

exp(T) = Σ_{i<k} T^i / i!.

This is `exp_of_pow_eq_zero`. All terms from order k onwards vanish, and `tsum_eq_sum` replaces the infinite sum by the finite one.

Every positive power of T inherits the zero row, because

(T^(i+1))_rj = Σ_l T_rl (T^i)_lj = 0.

Only the zeroth-order term, the identity, contributes to row r of the exponential, so

exp(T)_rj = δ_rj.

The lemma `exp_row` proves this. It uses T^(k+1) = 0 instead of T^k = 0, so that the finite sum always contains a zeroth term, which `Finset.sum_range_succ'` then splits off.

The matrix −T is nilpotent with zero row r as well, so row r of exp(−T) is also the unit row. Multiplying by exp(−T) from the left therefore leaves the reference row of H exp(T) unchanged:

E(T) = Σ_l exp(−T)_rl (H exp(T))_lr
= (H exp(T))_rr
= Σ_m H_rm exp(T)_mr.

This is `ccEnergy_eq_sum`. Since exp(T)_rr = 1, it can also be written as

E(T) = H_rr + Σ_{m≠r} H_rm exp(T)_mr.

The energy is linear in the components of the coupled-cluster state, whereas an expectation value is a quadratic expression in them divided by the squared norm.

## One amplitude reaches every energy

Suppose H_rm ≠ 0 for some m ≠ r, and let T have the single nonzero entry T_mr = t. In the product

(T²)_ij = Σ_k T_ik T_kj,

the first factor vanishes unless k = r, and for k = r the second factor lies in the zero row. Hence T² = 0 and exp(T) = 1 + T, which gives

E(T) = H_rr + H_rm t.

The lemma `single_excitation` follows the same path: the case distinction `by_cases h : r = k` shows that the square vanishes, and the finite series then has two terms. To reach a prescribed energy E, the dichotomy theorem chooses

t = (E − H_rr) / H_rm.

If instead H_rm = 0 for all m ≠ r, the energy sum keeps only its term m = r, which equals H_rr. In Lean, `Finset.sum_eq_single r` removes the others. The value is attained, since T = 0 is a cluster matrix.

## The eigenvector condition and where symmetry enters

The vector H e_r, with e_r the reference unit vector, is column r of H. It is a multiple of e_r exactly when H_mr = 0 for all m ≠ r. The lemma `mulVec_reference` supplies one direction of this, with H_rr as the eigenvalue. For symmetric H the column condition is the same as the row condition H_rm = 0, and the dichotomy gives the equivalence. In the forward direction, the proof of `ccEnergies_eq_univ_iff` supposes that the reference is an eigenvector, so that H_rr is the only energy, and contradicts this with the value H_rr + 1.

Without symmetry the equivalence fails. Take r = 0 and

H = (0 1; 0 0),

with rows separated by a semicolon. Then H e_0 = 0, so the reference is an eigenvector with eigenvalue 0. Yet H_01 = 1, and the amplitude T_10 = t gives E(T) = t, which takes every real value.

## What the amplitude equations restore

Write H̄ = exp(−T) H exp(T). If H̄_mr = 0 for all m ≠ r, then column r of H̄ gives

H̄ e_r = E(T) e_r.

Multiplying from the left by exp(T), and using exp(T) exp(−T) = 1, turns this into

H exp(T) e_r = E(T) exp(T) e_r.

The vector exp(T) e_r has reference component exp(T)_rr = 1, so it is nonzero and is a genuine eigenvector. In the proof of `exact_of_amplitude_equations`, `hinv` is the inverse relation and `hmul` is the identity H exp(T) = exp(T) H̄. The rest applies `mulVec_reference` to H̄.

For the comparison with E₀, the dichotomy provides a T with E(T) = E₀ − 1. Let ψ = exp(T) e_r. Its reference component is 1, so

ψ·ψ ≥ ψ_r² = 1 > 0,

and dividing the hypothesis on E₀ by ψ·ψ gives

E₀ ≤ (ψ·Hψ) / (ψ·ψ).

In Lean, `Finset.single_le_sum` bounds the squared norm from below by the reference term, and `le_div_iff₀` carries out the division.

## A two-state Hamiltonian with eigenvalues 0 and 5

Take r = 0 and

H = (1 2; 2 4).

Its trace is 5 and its determinant 0, so its eigenvalues are 0 and 5. With T_10 = t as the only nonzero entry, the projected energy is

E(T) = 1 + 2t.

The one amplitude equation reads

(exp(−T) H exp(T))_10 = 2 + 3t − 2t² = 0,

with solutions t = −1/2 and t = 2. The corresponding energies are 0 and 5, the two eigenvalues.

Now take t = −1, which does not solve the amplitude equation: its left-hand side is −3. The projected energy is −1, below the ground-state energy 0. The coupled-cluster state is (1, −1), or (1, −1)/√2 after normalisation, and its expectation value is

(1 − 2 − 2 + 4) / 2 = 1/2,

which respects the variational bound.
